# A residual bound for the error of the Hylleraas functional with a gapped symmetric operator

## Functional, residual and gap

Let \(E\) be a real or complex inner product space, with \(\langle\cdot,\cdot\rangle\) conjugate-linear in its first argument. Let \(A\) be a symmetric linear operator on \(E\), so that \(\langle Au,v\rangle=\langle u,Av\rangle\), and let \(b\in E\). For a trial vector \(x\in E\), define

\[
J(x)=\mathrm{Re}\,\langle x,Ax\rangle+2\,\mathrm{Re}\,\langle x,b\rangle,\qquad r(x)=Ax+b .
\]

In second-order perturbation theory for \(H_0+V\), with a normalised reference \(H_0\Phi_0=E_0\Phi_0\), \(E\) is the space of excited states orthogonal to \(\Phi_0\). The operator \(A\) is \(H_0-E_0\) on that space, and \(b\) is the projection of \(V\Phi_0\) onto it. The first-order amplitudes \(y\) solve \(Ay=-b\), and the second-order energy is \(\mathrm{Re}\,\langle y,b\rangle\).

The gap condition is

\[
\mathrm{Re}\,\langle v,Av\rangle\ge g\|v\|^2\quad\text{for all }v\in E,\qquad g>0 .
\]

It says that every zeroth-order excitation energy is at least \(g\), which excludes vanishing denominators.

## Bounds from one trial vector

If \(A\) is symmetric, the gap condition holds and \(Ay=-b\), then every \(x\in E\) satisfies

\[
0\le J(x)-J(y)\le\frac{\|r(x)\|^2}{g}.
\]

The upper bound is attained exactly when \(A(x-y)=g(x-y)\): either \(x=y\), or the error is an eigenvector with eigenvalue \(g\). Moreover,

\[
\|x-y\|\le\frac{\|r(x)\|}{g},\qquad
J(x)-\frac{\|r(x)\|^2}{g}\le\mathrm{Re}\,\langle y,b\rangle\le J(x).
\]

For electronic structure, this turns the residual of a linear, second-order amplitude equation into an energy error bar, provided that a lower bound on the zeroth-order gap is known.

## Completing the square with the residual

Expand \(J\) at \(x+v\). Symmetry gives \(\mathrm{Re}\,\langle x,Av\rangle=\mathrm{Re}\,\langle Ax,v\rangle=\mathrm{Re}\,\langle v,Ax\rangle\), so the two cross terms are equal and

\[
J(x+v)=J(x)+2\,\mathrm{Re}\,\langle v,r(x)\rangle+\mathrm{Re}\,\langle v,Av\rangle .
\]

Now expand about \(y\), with \(d=x-y\). Since \(r(y)=0\), the linear term vanishes:

\[
J(x)-J(y)=\mathrm{Re}\,\langle d,Ad\rangle=:q .
\]

The gap condition gives \(q\ge g\|d\|^2\ge0\), which is the lower bound. Also \(r(x)=Ax-Ay=Ad\); write \(r\) for this vector. Then

\[
0\le\|r-gd\|^2=\|r\|^2-2gq+g^2\|d\|^2\le\|r\|^2-2gq+gq=\|r\|^2-gq ,
\]

where the second inequality is the gap condition multiplied by \(g\). Dividing by \(g\) gives the upper bound.

If \(gq=\|r\|^2\), the same expansion gives \(\|r-gd\|^2=g(g\|d\|^2-q)\le0\), hence \(Ad=gd\). Conversely, \(Ad=gd\) gives \(q=g\|d\|^2\) and \(\|r\|^2=g^2\|d\|^2\), so \(q=\|r\|^2/g\).

For the amplitudes, Cauchy–Schwarz gives \(g\|d\|^2\le q\le\|d\|\,\|r\|\). If \(d\neq0\), divide by \(\|d\|\); if \(d=0\), the claim is immediate.

Finally, inserting \(Ay=-b\) gives \(J(y)=-\mathrm{Re}\,\langle y,b\rangle+2\,\mathrm{Re}\,\langle y,b\rangle=\mathrm{Re}\,\langle y,b\rangle\). Rearranging the error bound then yields the energy bracket.

## Stopping an amplitude iteration

In MP2 with non-canonical orbitals, \(A\) is not diagonal and the amplitudes are usually found iteratively. Each iteration forms \(r=Ax+b\), after which the functional costs one more inner product:

\[
J(x)=\mathrm{Re}\,\langle x,r+b\rangle .
\]

A code that takes \(J(x)\) as its energy can stop when \(\|r\|^2/g\) falls below the energy tolerance. This bound does not cover the expression \(\mathrm{Re}\,\langle x,b\rangle\), whose error is linear in \(x-y\). For closed-shell MP2 in an orthonormal basis of double excitations, twice the HOMO–LUMO gap of the canonical orbital energies is a valid \(g\) if it is positive. Diagonal Fock elements of non-canonical orbitals can overestimate this gap. In a non-orthogonal basis \(\{\phi_i\}\) with overlap matrix \(S_{ij}=\langle\phi_i,\phi_j\rangle\), let \(R_i=\langle\phi_i,r\rangle\) be the projections of the residual onto the basis vectors. Its squared norm is then \(R^\dagger S^{-1}R\), not \(R^\dagger R\).

## Operators, matrices and hypotheses in Lean

The field `𝕜` is real or complex through `RCLike 𝕜`, and `A : E →ₗ[𝕜] E` is the operator. `hylleraas A b x` is \(J(x)\), and `residual A b x` is \(r(x)\). The hypotheses `hA`, `hgap` and `hy` are symmetry, the gap condition and the amplitude equation.

The space may have infinite dimension, but `A` must be defined on all of it and map it into itself. The solution `y` and the gap `g` are supplied as hypotheses; neither is derived from a Hamiltonian. `amplitude_error_bound` does not require symmetry.

`matrix_error_bound` treats a real symmetric matrix `M`. It writes squared lengths as dot products `v ⬝ᵥ v`, because Mathlib's norm on `n → ℝ` is the maximum norm.

```lean
import Mathlib

open Matrix

namespace HylleraasFunctional

noncomputable section

variable {𝕜 E : Type*} [RCLike 𝕜] [NormedAddCommGroup E] [InnerProductSpace 𝕜 E]

/-- The Hylleraas functional `J(x) = Re⟨x, A x⟩ + 2 Re⟨x, b⟩` of a trial amplitude vector `x`. -/
def hylleraas (A : E →ₗ[𝕜] E) (b x : E) : ℝ :=
  RCLike.re (inner 𝕜 x (A x)) + 2 * RCLike.re (inner 𝕜 x b)

/-- The residual `r = A x + b` of the amplitude equation `A x = -b`. -/
def residual (A : E →ₗ[𝕜] E) (b x : E) : E := A x + b

variable {A : E →ₗ[𝕜] E} {b y : E} {g : ℝ}

/-- For symmetric `A`, changing the amplitudes by `v` changes the Hylleraas functional by a linear
term, twice the real part of the overlap of `v` with the residual at `x`, and the quadratic term
`Re⟨v, A v⟩`. -/
theorem hylleraas_add (hA : A.IsSymmetric) (b x v : E) :
    hylleraas A b (x + v) = hylleraas A b x
      + 2 * RCLike.re (inner 𝕜 v (residual A b x)) + RCLike.re (inner 𝕜 v (A v)) := by
  -- the two cross terms agree because `A` is symmetric
  have h : RCLike.re (inner 𝕜 x (A v)) = RCLike.re (inner 𝕜 v (A x)) := by
    rw [← hA x v]
    exact inner_re_symm (𝕜 := 𝕜) (A x) v
  simp only [hylleraas, residual, map_add, inner_add_left, inner_add_right]
  linarith

/-- If `y` solves the amplitude equation, the residual of a trial vector is `A` applied to
its error. -/
theorem residual_eq (hy : A y = -b) (x : E) : residual A b x = A (x - y) := by
  rw [residual, map_sub, hy, sub_neg_eq_add]

/-- For symmetric `A` and a solution `y` of the amplitude equation, the error of the
Hylleraas functional is quadratic in the error of the amplitudes. -/
theorem hylleraas_sub_eq (hA : A.IsSymmetric) (hy : A y = -b) (x : E) :
    hylleraas A b x - hylleraas A b y = RCLike.re (inner 𝕜 (x - y) (A (x - y))) := by
  have h := hylleraas_add hA b y (x - y)
  have hr : residual A b y = 0 := by
    rw [residual, hy, neg_add_cancel]
  rw [hr, inner_zero_right, map_zero, add_sub_cancel] at h
  linarith

/-- The squared distance between a vector `r` and a real multiple `g d` of another vector, written
out in norms and the real part of the overlap `⟨d, r⟩`. -/
theorem norm_sub_smul_sq (g : ℝ) (d r : E) :
    ‖r - (g : 𝕜) • d‖ ^ 2
      = ‖r‖ ^ 2 - 2 * (g * RCLike.re (inner 𝕜 d r)) + g ^ 2 * ‖d‖ ^ 2 := by
  rw [norm_sub_sq (𝕜 := 𝕜), inner_smul_right, RCLike.re_ofReal_mul, norm_smul,
    RCLike.norm_ofReal, mul_pow, sq_abs, inner_re_symm (𝕜 := 𝕜) r d]

/-- Let `A` be symmetric with `Re⟨v, A v⟩ ≥ g ‖v‖²`, `g > 0`, and let `A y = -b`. Then the Hylleraas
functional of any trial vector is at least its value at `y`, and exceeds it by at most the squared
norm of the residual divided by `g`. -/
theorem hylleraas_error_bound (hA : A.IsSymmetric) (hg : 0 < g)
    (hgap : ∀ v : E, g * ‖v‖ ^ 2 ≤ RCLike.re (inner 𝕜 v (A v))) (hy : A y = -b) (x : E) :
    0 ≤ hylleraas A b x - hylleraas A b y ∧
      hylleraas A b x - hylleraas A b y ≤ ‖residual A b x‖ ^ 2 / g := by
  rw [hylleraas_sub_eq hA hy, residual_eq hy]
  have hd := hgap (x - y)
  constructor
  · exact le_trans (by positivity) hd
  · -- expand `0 ≤ ‖r - g d‖²` and insert the gap inequality
    have key := norm_sub_smul_sq (𝕜 := 𝕜) g (x - y) (A (x - y))
    have hm := mul_le_mul_of_nonneg_left hd hg.le
    rw [le_div_iff₀ hg]
    nlinarith [sq_nonneg ‖A (x - y) - (g : 𝕜) • (x - y)‖]

/-- Let `A` be symmetric with `Re⟨v, A v⟩ ≥ g ‖v‖²`, `g > 0`, and let `A y = -b`. Then the error of
the Hylleraas functional equals `‖A x + b‖² / g` exactly when the amplitude error `x - y` satisfies
`A (x - y) = g (x - y)`. -/
theorem hylleraas_error_eq_iff (hA : A.IsSymmetric) (hg : 0 < g)
    (hgap : ∀ v : E, g * ‖v‖ ^ 2 ≤ RCLike.re (inner 𝕜 v (A v))) (hy : A y = -b) (x : E) :
    hylleraas A b x - hylleraas A b y = ‖residual A b x‖ ^ 2 / g ↔
      A (x - y) = (g : 𝕜) • (x - y) := by
  rw [hylleraas_sub_eq hA hy, residual_eq hy, eq_div_iff hg.ne']
  constructor
  · intro h
    -- equality forces `‖r - g d‖² = 0`
    have key := norm_sub_smul_sq (𝕜 := 𝕜) g (x - y) (A (x - y))
    have hm := mul_le_mul_of_nonneg_left (hgap (x - y)) hg.le
    have h0 : ‖A (x - y) - (g : 𝕜) • (x - y)‖ ^ 2 = 0 :=
      le_antisymm (by nlinarith) (sq_nonneg _)
    exact sub_eq_zero.mp (norm_eq_zero.mp ((pow_eq_zero_iff two_ne_zero).mp h0))
  · intro h
    rw [h, inner_smul_right, RCLike.re_ofReal_mul, inner_self_eq_norm_sq, norm_smul,
      RCLike.norm_ofReal, mul_pow, sq_abs]
    ring

/-- If `Re⟨v, A v⟩ ≥ g ‖v‖²` with `g > 0` and `A y = -b`, the distance of a trial vector
from `y` is at most the norm of its residual divided by `g`. -/
theorem amplitude_error_bound (hg : 0 < g)
    (hgap : ∀ v : E, g * ‖v‖ ^ 2 ≤ RCLike.re (inner 𝕜 v (A v))) (hy : A y = -b) (x : E) :
    ‖x - y‖ ≤ ‖residual A b x‖ / g := by
  rw [residual_eq hy, le_div_iff₀ hg]
  rcases eq_or_lt_of_le (norm_nonneg (x - y)) with h0 | h0
  · rw [← h0, zero_mul]
    exact norm_nonneg _
  · -- Cauchy-Schwarz, then cancel one factor of the error norm
    have hcs := re_inner_le_norm (𝕜 := 𝕜) (x - y) (A (x - y))
    have hd := hgap (x - y)
    exact le_of_mul_le_mul_left (by nlinarith) h0

/-- For symmetric `A` with `Re⟨v, A v⟩ ≥ g ‖v‖²`, `g > 0`, and `A y = -b`, any trial vector
brackets the second-order energy `Re⟨y, b⟩` from both sides. -/
theorem second_order_energy_bracket (hA : A.IsSymmetric) (hg : 0 < g)
    (hgap : ∀ v : E, g * ‖v‖ ^ 2 ≤ RCLike.re (inner 𝕜 v (A v))) (hy : A y = -b) (x : E) :
    hylleraas A b x - ‖residual A b x‖ ^ 2 / g ≤ RCLike.re (inner 𝕜 y b) ∧
      RCLike.re (inner 𝕜 y b) ≤ hylleraas A b x := by
  have hE : hylleraas A b y = RCLike.re (inner 𝕜 y b) := by
    rw [hylleraas, hy, inner_neg_right, map_neg]
    ring
  obtain ⟨h1, h2⟩ := hylleraas_error_bound hA hg hgap hy x
  constructor <;> linarith

/-- The error bound for a real symmetric matrix `M` with `v·Mv ≥ g v·v`, `g > 0`, and
amplitudes `y` solving `M y = -b`. -/
theorem matrix_error_bound {n : Type*} [Fintype n] [DecidableEq n] {M : Matrix n n ℝ}
    {b y : n → ℝ} {g : ℝ} (hM : M.IsSymm) (hg : 0 < g)
    (hgap : ∀ v : n → ℝ, g * (v ⬝ᵥ v) ≤ v ⬝ᵥ M *ᵥ v) (hy : M *ᵥ y = -b) (x : n → ℝ) :
    0 ≤ (x ⬝ᵥ M *ᵥ x + 2 * (x ⬝ᵥ b)) - (y ⬝ᵥ M *ᵥ y + 2 * (y ⬝ᵥ b)) ∧
      (x ⬝ᵥ M *ᵥ x + 2 * (x ⬝ᵥ b)) - (y ⬝ᵥ M *ᵥ y + 2 * (y ⬝ᵥ b))
        ≤ ((M *ᵥ x + b) ⬝ᵥ (M *ᵥ x + b)) / g := by
  -- translate dot products into the Euclidean inner product
  have hin (u v : EuclideanSpace ℝ n) : inner ℝ u v = u.ofLp ⬝ᵥ v.ofLp := by
    simp [PiLp.inner_apply, dotProduct, mul_comm]
  have hn (u : EuclideanSpace ℝ n) : ‖u‖ ^ 2 = u.ofLp ⬝ᵥ u.ofLp := by
    rw [← real_inner_self_eq_norm_sq, hin]
  have hap (u : EuclideanSpace ℝ n) : (Matrix.toEuclideanLin M u).ofLp = M *ᵥ u.ofLp := rfl
  have hA : (Matrix.toEuclideanLin M).IsSymmetric := fun u v => by
    rw [hin, hin, hap, hap, Matrix.dotProduct_mulVec, ← Matrix.mulVec_transpose, hM.eq]
  have hy' : Matrix.toEuclideanLin M (WithLp.toLp 2 y) = -WithLp.toLp 2 b := by
    ext i
    exact congrFun hy i
  have h := hylleraas_error_bound hA hg
    (fun v => by simpa only [hn, hin, hap, RCLike.re_to_real] using hgap v.ofLp)
    hy' (WithLp.toLp 2 x)
  simpa only [hylleraas, residual, hn, hin, hap, RCLike.re_to_real, WithLp.ofLp_add] using h

/-- The matrix with rows `(2, 1)` and `(1, 2)`, the bound `g = 1`, the coupling vector
`(-3, -3)` and the amplitudes `(1, 1)` meet the hypotheses of the matrix error bound. -/
theorem matrix_error_bound_witness :
    (!![2, 1; 1, 2] : Matrix (Fin 2) (Fin 2) ℝ).IsSymm ∧
      (∀ v : Fin 2 → ℝ, 1 * (v ⬝ᵥ v) ≤ v ⬝ᵥ !![2, 1; 1, 2] *ᵥ v) ∧
      (!![2, 1; 1, 2] : Matrix (Fin 2) (Fin 2) ℝ) *ᵥ ![1, 1] = -![-3, -3] := by
  refine ⟨?_, ?_, ?_⟩
  · ext i j
    fin_cases i <;> fin_cases j <;> rfl
  · intro v
    simp only [dotProduct, Matrix.mulVec, Fin.sum_univ_two, Matrix.of_apply,
      Matrix.cons_val_zero, Matrix.cons_val_one]
    nlinarith [sq_nonneg (v 0 + v 1)]
  · ext i
    fin_cases i <;> norm_num [Matrix.mulVec, dotProduct, Fin.sum_univ_two]

end

end HylleraasFunctional
```

```lean
#print axioms HylleraasFunctional.hylleraas_error_bound
#print axioms HylleraasFunctional.amplitude_error_bound
#print axioms HylleraasFunctional.second_order_energy_bracket
#print axioms HylleraasFunctional.matrix_error_bound
```

```
'HylleraasFunctional.hylleraas_error_bound' depends on axioms: [propext, Classical.choice, Quot.sound]
'HylleraasFunctional.amplitude_error_bound' depends on axioms: [propext, Classical.choice, Quot.sound]
'HylleraasFunctional.second_order_energy_bracket' depends on axioms: [propext, Classical.choice, Quot.sound]
'HylleraasFunctional.matrix_error_bound' depends on axioms: [propext, Classical.choice, Quot.sound]
```

## From the expansion to the matrix bound

`hylleraas_add` is the expansion at \(x+v\); its inner step `h` uses symmetry to identify the cross terms. `hylleraas_sub_eq` applies it at `y` with displacement `x - y`, and `residual_eq` supplies \(r=Ad\).

`norm_sub_smul_sq` expands \(\|r-gd\|^2\). In `hylleraas_error_bound`, `key` is this expansion and `hm` is the gap inequality multiplied by \(g\). `nlinarith` combines them with the non-negativity of the square. `hylleraas_error_eq_iff` uses the same two facts to force the square to zero, then checks the converse by substitution.

`amplitude_error_bound` separates zero from non-zero error before cancelling a factor of \(\|d\|\). `second_order_energy_bracket` first proves \(J(y)=\mathrm{Re}\,\langle y,b\rangle\), then rearranges the error bound.

For matrices, `hin`, `hn` and `hap` translate inner products, squared norms and the operator's action between Euclidean space and dot products, so that the general theorem applies. `matrix_error_bound_witness` checks symmetry, the gap condition and the amplitude equation for a coupled two-by-two example with \(g=1\). Its gap condition reduces to \((v_0+v_1)^2\ge0\).
